# Vandermonde's identity for counting up-spins in two groups of N spins-½

For natural numbers N and r, the lemma states that the sum over k from 0 to N of C(N, k + r) · C(N, k) equals C(2N, N + r). In physical terms, this counts the basis configurations of 2N spins-½ with exactly N + r up, split into two groups of N: k + r spins are up in the first group and k are down in the second. The statement is pure counting, with no Hamiltonian or state vector in it. The proof expands the right side by Mathlib's form of Vandermonde's identity, drops the first r terms, which vanish, and matches the rest term by term using the symmetry of binomial coefficients.

An attempt in Lean 4 with a fault in it:

```lean
import Mathlib

open Matrix Finset Module
open scoped ComplexOrder

namespace InvariantSpinOperators

noncomputable section

/-- Vandermonde's identity for two groups of `N` spins. -/
theorem sum_choose (N r : ℕ) :
    ∑ k ∈ range (N + 1), N.choose (k + r) * N.choose k = (2 * N).choose (N + r) := by
  have hr : N + r + 1 = r + (N + 1) := by omega
  have h0 : ∑ i ∈ range r, N.choose i * N.choose (N + r - i) = 0 :=
    sum_eq_zero fun i hi => by
      have := mem_range.1 hi
      rw [Nat.choose_eq_zero_of_lt (show N < N + r - i by omega), mul_zero]
  rw [two_mul, Nat.add_choose_eq, Finset.Nat.sum_antidiagonal_eq_sum_range_succ_mk]
  simp only [Nat.succ_eq_add_one, hr, Finset.sum_range_add, h0, zero_add]
  refine sum_congr rfl fun k hk => ?_
  have := mem_range.1 hk
  rw [show N + r - (r + k) = N - k by omega, Nat.choose_symm (by omega), add_comm r k]

end

end InvariantSpinOperators
```

The error:

```
Main.lean:20:9: error: typeclass instance problem is stuck
  AddCommMonoid ?m.140

Note: Lean will not try to resolve this typeclass instance problem because the type argument to `AddCommMonoid` is a metavariable. This argument must be fully determined before Lean will try to resolve the typeclass.

Hint: Adding type annotations and supplying implicit arguments to functions can give Lean more information for typeclass resolution. For example, if you have a variable `x` that you intend to be a `Nat`, but Lean reports it as having an unresolved type like `?m`, replacing `x` with `(x : Nat)` can get typeclass resolution un-stuck.
```

This version goes through:

```diff
@@ -17,8 +17,10 @@
       rw [Nat.choose_eq_zero_of_lt (show N < N + r - i by omega), mul_zero]
   rw [two_mul, Nat.add_choose_eq, Finset.Nat.sum_antidiagonal_eq_sum_range_succ_mk]
-  simp only [Nat.succ_eq_add_one, hr, Finset.sum_range_add, h0, zero_add]
+  change _ = ∑ i ∈ range (N + r + 1), N.choose i * N.choose (N + r - i)
+  rw [hr, Finset.sum_range_add _ r (N + 1), h0, zero_add]
   refine sum_congr rfl fun k hk => ?_
   have := mem_range.1 hk
-  rw [show N + r - (r + k) = N - k by omega, Nat.choose_symm (by omega), add_comm r k]
+  rw [show N + r - (r + k) = N - k by omega, Nat.choose_symm (show k ≤ N by omega),
+    add_comm r k]
 
 end
```

The error falls on `sum_congr`, which needs a goal equating two sums over finite sets. Lean could not determine the type being summed in, so the search for its `AddCommMonoid` instance stuck.

The fault lies in the `simp only` before it. `simp only` applies `Finset.sum_range_add` wherever it fits, and `range (N + 1)` fits too. Besides splitting off the first `r` terms on the right, it therefore breaks the sums over `range (N + 1)` on both sides into sums over `range N` and `range 1`. Each side is then an addition, which `sum_congr` cannot match.

The repair uses `rw` with the arguments `r` and `(N + 1)` given, so only the intended split is made. Since `rw` does not do the simplifying that `simp only` did, `change` first writes the right-hand sum in the form that `hr` and `h0` expect.

The last change spells out `k ≤ N` for `Nat.choose_symm`. The message does not concern that step, and as far as it shows, this is mere tidying.
